# Donors outnumbering acceptors: one electron density for each ionisation constant

Once defect concentrations have been frozen in at the growth temperature, finding the Fermi level at a lower temperature means solving charge neutrality again with the totals held fixed. A bracketing root finder needs an interval at whose ends the residual has opposite signs; if the interval also contains only one root, there is no doubt which root is found. For a single donor level with filled acceptors, negligible holes and more donors than acceptors, the electron density has such an interval, from zero to the net doping.

## From three balances to one root

Let $D$ and $A$ be the donor and acceptor totals, with $D>A\ge 0$. Let $n$, $d_+$ and $d_0$ be the densities of electrons, ionised donors and neutral donors. Neutrality, donor conservation and mass action read

$$d_+=n+A,\qquad d_++d_0=D,\qquad n\,d_+=K d_0 .$$

The constant $K>0$ stands for the equilibrium between a neutral donor and an ionised donor plus a free electron. Treating it as independent of $n$ assumes non-degenerate carriers. Then $K=(N_c/g)\,e^{-E_b/k_BT}$, where $N_c$ is the effective density of states of the conduction band, $g$ the degeneracy of the neutral donor relative to the ionised one, $E_b$ the donor binding energy and $T$ the temperature, so $K\to0$ on cooling. Eliminating $d_+$ and $d_0$ gives

$$n(n+A)=K(D-A-n).$$

**Existence.** Rearranged, this is $n^2+(A+K)n-K(D-A)=0$, with the root

$$n=\tfrac12\Big(\sqrt{(A+K)^2+4K(D-A)}-(A+K)\Big).$$

The square root exceeds $A+K$, so $n>0$. The left side of the balance is then positive, which forces $n<D-A$.

**Uniqueness.** Subtracting the balances for two solutions $n,m$ in the interval gives $(n-m)(n+m+A+K)=0$. The second factor is positive, so $n=m$.

**Monotonicity.** Let $n$ and $m$ be the roots in the interval at $K$ and $L$, where $K<L$, and suppose $m\le n$. Then

$$m(m+A)\le n(n+A)=K(D-A-n)\le K(D-A-m)<L(D-A-m)=m(m+A),$$

a contradiction.

**Limits.** The root is continuous in $K$ and equals $(\sqrt{A^2}-A)/2=0$ at $K=0$. For large $K$, $n<D-A$ and $n+A<D$ give

$$0<D-A-n=\frac{n(n+A)}{K}<\frac{D(D-A)}{K}\to0 .$$

**Freeze-out.** If $A>0$, then $n/K=(D-A-n)/(n+A)\to(D-A)/A$ as $K\to0^+$. If $A=0$, then $n^2=K(D-n)$, so $n/\sqrt K=\sqrt{D-n}\to\sqrt D$. Compensation changes the power of $K$.

**Numbers.** Take $D=3$, $A=1$, $K=2$ in units of $10^{16}\,\mathrm{cm^{-3}}$. The root is $(\sqrt{9+16}-3)/2=1$, so $d_+=2$ and $d_0=1$; mass action reads $1\cdot2=2\cdot1$. The other root, $-4$, is no density.

**Without $D>A$.** For $D=A=K=1$ the balance becomes $n(n+1)=-n$, with roots $0$ and $-2$. With holes neglected and all acceptors filled, the model then allows no positive electron density.

## The equilibrium and its quadratic in Lean

```lean
import Mathlib

open Filter Topology

namespace CompensatedDonorIonisation

noncomputable section
```

All quantities are real numbers, with $K$ in the same units as the densities. The structure `IsEquilibrium` records the three balances and does not itself require positive densities.

```lean
/-- Equilibrium of electrons (density `n`), ionised donors (`dPlus`) and neutral donors (`dZero`)
with `A` filled acceptors: charge neutrality, conservation of the donor total `D`, and the law of
mass action with ionisation constant `K`. -/
structure IsEquilibrium (D A K n dPlus dZero : ℝ) : Prop where
  neutrality : dPlus = n + A
  donorTotal : dPlus + dZero = D
  massAction : n * dPlus = K * dZero
```

The electron density is defined as the explicit root.

```lean
/-- The electron density as an explicit function of the donor total `D`, the acceptor total `A`
and the ionisation constant `K`. -/
def carrierDensity (D A K : ℝ) : ℝ :=
  (Real.sqrt ((A + K) ^ 2 + 4 * K * (D - A)) - (A + K)) / 2
```

The next theorem is the elimination, in both directions: a solution of the quadratic also determines both donor densities.

```lean
/-- Neutrality, donor conservation and mass action together amount to one quadratic equation for
the electron density, which also fixes the densities of ionised and neutral donors. -/
theorem isEquilibrium_iff (D A K n dPlus dZero : ℝ) :
    IsEquilibrium D A K n dPlus dZero ↔
      dPlus = n + A ∧ dZero = D - A - n ∧ n * (n + A) = K * (D - A - n) := by
  constructor
  · rintro ⟨h1, h2, h3⟩
    have hz : dZero = D - A - n := by linarith
    rw [h1, hz] at h3
    exact ⟨h1, hz, h3⟩
  · rintro ⟨h1, h2, h3⟩
    refine ⟨h1, by linarith, ?_⟩
    rw [h1, h2]
    exact h3
```

## The root lies in the window and rises with $K$

In `carrierDensity_spec`, `hs` squares the square root, `hlt` gives positivity, and `linear_combination hs / 4` verifies the balance. The upper bound comes from the sign of `hprod`.

```lean
/-- For `D > A ≥ 0` and `K > 0` the explicit electron density is positive, stays below the net
doping `D - A`, and solves the ionisation equation. -/
theorem carrierDensity_spec {D A K : ℝ} (hA : 0 ≤ A) (hAD : A < D) (hK : 0 < K) :
    0 < carrierDensity D A K ∧ carrierDensity D A K < D - A ∧
      carrierDensity D A K * (carrierDensity D A K + A) =
        K * (D - A - carrierDensity D A K) := by
  have hN : 0 < D - A := sub_pos.2 hAD
  have hKN : 0 < K * (D - A) := mul_pos hK hN
  have hs : Real.sqrt ((A + K) ^ 2 + 4 * K * (D - A)) ^ 2 =
      (A + K) ^ 2 + 4 * K * (D - A) := Real.sq_sqrt (by nlinarith [sq_nonneg (A + K)])
  have hlt : A + K < Real.sqrt ((A + K) ^ 2 + 4 * K * (D - A)) :=
    Real.lt_sqrt_of_sq_lt (by nlinarith)
  have hpos : 0 < carrierDensity D A K := by
    unfold carrierDensity
    linarith
  have heq : carrierDensity D A K * (carrierDensity D A K + A) =
      K * (D - A - carrierDensity D A K) := by
    unfold carrierDensity
    linear_combination hs / 4
  refine ⟨hpos, ?_, heq⟩
  -- the left side of the balance is positive, so some donors remain neutral
  have hprod : 0 < K * (D - A - carrierDensity D A K) := by
    rw [← heq]
    exact mul_pos hpos (by linarith)
  have := (mul_pos_iff_of_pos_left hK).1 hprod
  linarith
```

`StrictMonoOn` on `Set.Ioi 0` means strict increase over $K>0$. The proof assumes the opposite order; `h1`, `h2` and `h3` are the signed products behind the chain of inequalities above, and `nlinarith` combines them.

```lean
/-- For `D > A ≥ 0` the electron density increases strictly with the ionisation constant
on `K > 0`. -/
theorem carrierDensity_strictMonoOn {D A : ℝ} (hA : 0 ≤ A) (hAD : A < D) :
    StrictMonoOn (carrierDensity D A) (Set.Ioi 0) := by
  intro K hK L hL hKL
  have hK' : 0 < K := hK
  have hL' : 0 < L := hL
  obtain ⟨p1, _, e1⟩ := carrierDensity_spec hA hAD hK'
  obtain ⟨p2, b2, e2⟩ := carrierDensity_spec hA hAD hL'
  by_contra hcon
  have hle := not_lt.1 hcon
  -- a smaller density at larger K would unbalance the ionisation equation
  have h1 := mul_pos (sub_pos.2 hKL) (sub_pos.2 b2)
  have h2 := mul_nonneg hK'.le (sub_nonneg.2 hle)
  have h3 := mul_nonneg (sub_nonneg.2 hle)
    (by linarith : 0 ≤ carrierDensity D A K + carrierDensity D A L + A)
  nlinarith
```

## Saturation, freeze-out and the combined theorem

The saturation bound is a bound on the neutral donors.

```lean
/-- For `D > A ≥ 0` and `K > 0` the density of neutral donors is less than
`D (D - A) / K`. -/
theorem neutral_donors_lt {D A K : ℝ} (hA : 0 ≤ A) (hAD : A < D) (hK : 0 < K) :
    D - A - carrierDensity D A K < D * (D - A) / K := by
  obtain ⟨p, b, e⟩ := carrierDensity_spec hA hAD hK
  rw [lt_div_iff₀ hK]
  have h1 := mul_pos (sub_pos.2 b) (by linarith : 0 < D)
  have h2 := mul_pos p (sub_pos.2 b)
  nlinarith
```

The filter `𝓝[>] 0` expresses $K\to0^+$. Continuity reduces the limit to the value at zero.

```lean
/-- For `A ≥ 0` the electron density vanishes as the ionisation constant tends to zero
from above. -/
theorem carrierDensity_tendsto_zero {D A : ℝ} (hA : 0 ≤ A) :
    Tendsto (carrierDensity D A) (𝓝[>] 0) (𝓝 0) := by
  have hc : Continuous (carrierDensity D A) := by
    change Continuous (fun K : ℝ =>
      (Real.sqrt ((A + K) ^ 2 + 4 * K * (D - A)) - (A + K)) / 2)
    fun_prop
  have h0 : carrierDensity D A 0 = 0 := by
    simp [carrierDensity, Real.sqrt_sq hA]
  have h := (hc.tendsto 0).mono_left (nhdsWithin_le_nhds (s := Set.Ioi 0))
  rwa [h0] at h
```

The main theorem states uniqueness as an equivalence: `n` lies in the open interval and solves the balance exactly when it equals `carrierDensity D A K`. The factorisation is `hz`, and the limit `atTop` ($K\to\infty$) follows by squeezing between the saturation bound and $D-A$.

```lean
/-- For donor and acceptor totals `D > A ≥ 0`, the ionisation equation has exactly one solution
between `0` and `D - A` at each `K > 0`. This solution increases strictly with `K`, tends to `0`
as `K` tends to `0`, and tends to `D - A` as `K` tends to infinity. -/
theorem ionisation_equilibrium {D A : ℝ} (hA : 0 ≤ A) (hAD : A < D) :
    (∀ K, 0 < K → ∀ n,
      (n ∈ Set.Ioo 0 (D - A) ∧ n * (n + A) = K * (D - A - n)) ↔ n = carrierDensity D A K) ∧
    StrictMonoOn (carrierDensity D A) (Set.Ioi 0) ∧
    Tendsto (carrierDensity D A) (𝓝[>] 0) (𝓝 0) ∧
    Tendsto (carrierDensity D A) atTop (𝓝 (D - A)) := by
  refine ⟨?_, carrierDensity_strictMonoOn hA hAD, carrierDensity_tendsto_zero hA, ?_⟩
  · intro K hK n
    obtain ⟨p, b, e⟩ := carrierDensity_spec hA hAD hK
    constructor
    · rintro ⟨⟨hn, _⟩, he⟩
      -- the difference of two solutions is multiplied by a positive factor
      have hz : (n - carrierDensity D A K) * (n + carrierDensity D A K + A + K) = 0 := by
        linear_combination he - e
      rcases mul_eq_zero.1 hz with h | h
      · linarith
      · linarith
    · rintro rfl
      exact ⟨⟨p, b⟩, e⟩
  · -- squeeze between the saturation bound and the net doping
    have hlow : Tendsto (fun K : ℝ => D - A - D * (D - A) / K) atTop (𝓝 (D - A)) := by
      have h : Tendsto (fun K : ℝ => D * (D - A) / K) atTop (𝓝 0) :=
        tendsto_const_nhds.div_atTop tendsto_id
      simpa using h.const_sub (D - A)
    refine tendsto_of_tendsto_of_tendsto_of_le_of_le' hlow tendsto_const_nhds ?_ ?_
    · filter_upwards [eventually_gt_atTop (0 : ℝ)] with K hK
      linarith [neutral_donors_lt hA hAD hK]
    · filter_upwards [eventually_gt_atTop (0 : ℝ)] with K hK
      exact (carrierDensity_spec hA hAD hK).2.1.le
```

Both freeze-out proofs take the limit of the rewritten ratio, then use the balance to identify it with the original ratio for $K>0$.

```lean
/-- Compensated freeze-out: for `D > A > 0` the electron density is proportional to `K` at small
`K`, with slope `(D - A) / A`. -/
theorem compensated_freeze_out {D A : ℝ} (hA : 0 < A) (hAD : A < D) :
    Tendsto (fun K => carrierDensity D A K / K) (𝓝[>] 0) (𝓝 ((D - A) / A)) := by
  have hn := carrierDensity_tendsto_zero (D := D) hA.le
  have h := (hn.const_sub (D - A)).div (hn.add_const A) (by simpa using hA.ne')
  rw [sub_zero, zero_add] at h
  refine h.congr' ?_
  filter_upwards [self_mem_nhdsWithin] with K hK
  have hK' : 0 < K := hK
  obtain ⟨p, _, e⟩ := carrierDensity_spec hA.le hAD hK'
  have hne : carrierDensity D A K + A ≠ 0 := by linarith
  change (D - A - carrierDensity D A K) / (carrierDensity D A K + A) = carrierDensity D A K / K
  rw [div_eq_div_iff hne hK'.ne']
  linear_combination -e
```

Without acceptors, the rewritten ratio is $\sqrt{D-n}$.

```lean
/-- Uncompensated freeze-out: without acceptors and with `D > 0`, the electron density at small
`K` is proportional to the square root of `K`, with prefactor `√D`. -/
theorem uncompensated_freeze_out {D : ℝ} (hD : 0 < D) :
    Tendsto (fun K => carrierDensity D 0 K / Real.sqrt K) (𝓝[>] 0) (𝓝 (Real.sqrt D)) := by
  have hn := carrierDensity_tendsto_zero (D := D) (le_refl (0 : ℝ))
  have h := (hn.const_sub D).sqrt
  rw [sub_zero] at h
  refine h.congr' ?_
  filter_upwards [self_mem_nhdsWithin] with K hK
  have hK' : 0 < K := hK
  obtain ⟨p, b, e⟩ := carrierDensity_spec (le_refl (0 : ℝ)) hD hK'
  have hsq : (D - carrierDensity D 0 K) * K = carrierDensity D 0 K ^ 2 := by
    linear_combination -e
  rw [eq_div_iff (Real.sqrt_pos.2 hK').ne',
    ← Real.sqrt_mul (by linarith : 0 ≤ D - carrierDensity D 0 K), hsq, Real.sqrt_sq p.le]

end

end CompensatedDonorIonisation
```

```lean
#print axioms CompensatedDonorIonisation.isEquilibrium_iff
#print axioms CompensatedDonorIonisation.ionisation_equilibrium
#print axioms CompensatedDonorIonisation.compensated_freeze_out
#print axioms CompensatedDonorIonisation.uncompensated_freeze_out
```

```
'CompensatedDonorIonisation.isEquilibrium_iff' depends on axioms: [propext, Classical.choice, Quot.sound]
'CompensatedDonorIonisation.ionisation_equilibrium' depends on axioms: [propext, Classical.choice, Quot.sound]
'CompensatedDonorIonisation.compensated_freeze_out' depends on axioms: [propext, Classical.choice, Quot.sound]
'CompensatedDonorIonisation.uncompensated_freeze_out' depends on axioms: [propext, Classical.choice, Quot.sound]
```
